# With a uniform positive aufbau margin and a two-step energy bounded below, Roothaan densities two steps apart draw together

The mean-field energy can rise from one undamped Roothaan step to the next, so it does not supply a quantity that decreases along every run. For a symmetric interaction and a uniform positive margin in every aufbau step, a different energy, built from two successive densities, never rises, and if it is bounded below, the distance between densities two steps apart tends to zero.

```lean
import Mathlib

open Filter Topology

namespace RoothaanTwoCycle

noncomputable section

variable {E : Type*} [NormedAddCommGroup E] [NormedSpace ℝ E]

/-- The Fock functional of a frozen density `P`, evaluated at the density `X`:
one-electron energy of `X` plus its interaction with `P`. -/
def fockEnergy (h : E →L[ℝ] ℝ) (B : E →L[ℝ] E →L[ℝ] ℝ) (P X : E) : ℝ :=
  h X + B P X

/-- The mean-field energy of a density, with the interaction counted once per pair. -/
def meanFieldEnergy (h : E →L[ℝ] ℝ) (B : E →L[ℝ] E →L[ℝ] ℝ) (X : E) : ℝ :=
  h X + (1 / 2) * B X X

/-- The two-step energy `W(n)`: the one-electron energy of the density `D n` plus the
Fock functional of `D n` at the next density. -/
def pairEnergy (h : E →L[ℝ] ℝ) (B : E →L[ℝ] E →L[ℝ] ℝ) (D : ℕ → E) (n : ℕ) : ℝ :=
  h (D n) + fockEnergy h B (D n) (D (n + 1))

/-- A Roothaan sequence in the admissible set `S`: at every `X` in `S`, the Fock functional of each
density exceeds its value at the next density by at least `g` times the squared distance from `X` to
that next density. For `g ≥ 0` the next density is a minimiser. -/
structure IsRoothaan (h : E →L[ℝ] ℝ) (B : E →L[ℝ] E →L[ℝ] ℝ) (S : Set E) (g : ℝ)
    (D : ℕ → E) : Prop where
  mem : ∀ n, D n ∈ S
  aufbau : ∀ n, ∀ X ∈ S,
    fockEnergy h B (D n) (D (n + 1)) + g * ‖X - D (n + 1)‖ ^ 2 ≤ fockEnergy h B (D n) X

variable {h : E →L[ℝ] ℝ} {B : E →L[ℝ] E →L[ℝ] ℝ} {S : Set E} {g : ℝ} {D : ℕ → E}

/-- For a symmetric interaction, the two-step energy is the sum of two successive mean-field
energies minus half the self-interaction of the density change. -/
theorem pairEnergy_eq_meanField (hB : ∀ X Y, B X Y = B Y X) (n : ℕ) :
    pairEnergy h B D n = meanFieldEnergy h B (D n) + meanFieldEnergy h B (D (n + 1))
      - (1 / 2) * B (D (n + 1) - D n) (D (n + 1) - D n) := by
  simp only [pairEnergy, fockEnergy, meanFieldEnergy, map_sub, _root_.sub_apply]
  linear_combination (1 / 2) * hB (D n) (D (n + 1))

/-- For a symmetric interaction, each iteration of a Roothaan sequence lowers the two-step energy by
at least `g` times the squared distance between densities two steps apart. -/
theorem pairEnergy_descent (hB : ∀ X Y, B X Y = B Y X) (hD : IsRoothaan h B S g D) (n : ℕ) :
    pairEnergy h B D (n + 1) + g * ‖D (n + 2) - D n‖ ^ 2 ≤ pairEnergy h B D n := by
  -- the old density `D n` is a trial density for the step that produces `D (n + 2)`
  have h1 : h (D (n + 2)) + B (D (n + 1)) (D (n + 2)) + g * ‖D n - D (n + 2)‖ ^ 2
      ≤ h (D n) + B (D (n + 1)) (D n) := hD.aufbau (n + 1) (D n) (hD.mem n)
  have e1 : pairEnergy h B D (n + 1)
      = h (D (n + 1)) + (h (D (n + 2)) + B (D (n + 1)) (D (n + 2))) := rfl
  have e0 : pairEnergy h B D n = h (D n) + (h (D (n + 1)) + B (D n) (D (n + 1))) := rfl
  rw [norm_sub_rev] at h1
  rw [e1, e0]
  linarith [hB (D (n + 1)) (D n)]

/-- For a symmetric interaction, the squared two-step changes of the first `N` iterations of a
Roothaan sequence, weighted by `g`, add up to at most the total drop of the two-step energy. -/
theorem sum_sq_two_step_le (hB : ∀ X Y, B X Y = B Y X) (hD : IsRoothaan h B S g D) (N : ℕ) :
    g * ∑ n ∈ Finset.range N, ‖D (n + 2) - D n‖ ^ 2
      ≤ pairEnergy h B D 0 - pairEnergy h B D N := by
  induction N with
  | zero => simp
  | succ N ih =>
    rw [Finset.sum_range_succ, mul_add]
    linarith [pairEnergy_descent hB hD N]

/-- For a symmetric interaction, along a Roothaan sequence with positive margin the two-step energy
never increases, and if it is bounded below, the distance between densities two steps apart tends to
zero. -/
theorem roothaan_two_step_convergence (hB : ∀ X Y, B X Y = B Y X) (hg : 0 < g)
    (hD : IsRoothaan h B S g D) :
    Antitone (pairEnergy h B D) ∧
      (BddBelow (Set.range (pairEnergy h B D)) →
        Tendsto (fun n => ‖D (n + 2) - D n‖) atTop (𝓝 0)) := by
  have hanti : Antitone (pairEnergy h B D) := by
    refine antitone_nat_of_succ_le fun n => ?_
    have h1 := pairEnergy_descent hB hD n
    have h2 : 0 ≤ g * ‖D (n + 2) - D n‖ ^ 2 := by positivity
    linarith
  refine ⟨hanti, fun hbdd => ?_⟩
  -- a bounded monotone energy converges, so its decrements vanish
  have hW := tendsto_atTop_ciInf hanti hbdd
  have hdiff : Tendsto (fun n => (pairEnergy h B D n - pairEnergy h B D (n + 1)) / g)
      atTop (𝓝 0) := by
    have h3 := (hW.sub (hW.comp (tendsto_add_atTop_nat 1))).div_const g
    rw [sub_self, zero_div] at h3
    exact h3
  have hsq : Tendsto (fun n => ‖D (n + 2) - D n‖ ^ 2) atTop (𝓝 0) := by
    refine squeeze_zero (fun n => by positivity) (fun n => ?_) hdiff
    rw [le_div_iff₀ hg]
    linarith [pairEnergy_descent hB hD n]
  have hroot := hsq.sqrt
  simpa only [Real.sqrt_sq (norm_nonneg _), Real.sqrt_zero] using hroot

/-- The aufbau inequality with constant `g` survives limits: if it holds against every `X` in `S`
for each pair `a k`, `b k`, then it holds for the pair of limits `P`, `Q`. -/
theorem aufbau_of_tendsto {a b : ℕ → E} {P Q : E} (ha : Tendsto a atTop (𝓝 P))
    (hb : Tendsto b atTop (𝓝 Q))
    (hab : ∀ k, ∀ X ∈ S, fockEnergy h B (a k) (b k) + g * ‖X - b k‖ ^ 2
      ≤ fockEnergy h B (a k) X) :
    ∀ X ∈ S, fockEnergy h B P Q + g * ‖X - Q‖ ^ 2 ≤ fockEnergy h B P X := by
  intro X hX
  -- the interaction is jointly continuous in both densities
  have hpair : Continuous fun p : E × E => B p.1 p.2 :=
    (B.continuous.comp continuous_fst).clm_apply continuous_snd
  have hBab : Tendsto (fun k => B (a k) (b k)) atTop (𝓝 (B P Q)) :=
    (hpair.tendsto (P, Q)).comp (ha.prodMk_nhds hb)
  have hBaX : Tendsto (fun k => B (a k) X) atTop (𝓝 (B P X)) :=
    (hpair.tendsto (P, X)).comp (ha.prodMk_nhds tendsto_const_nhds)
  have hhb : Tendsto (fun k => h (b k)) atTop (𝓝 (h Q)) := (h.continuous.tendsto Q).comp hb
  have hl := (hhb.add hBab).add
    ((((tendsto_const_nhds (x := X)).sub hb).norm.pow 2).const_mul g)
  have hr := (tendsto_const_nhds (x := h X)).add hBaX
  exact le_of_tendsto_of_tendsto' hl hr fun k => hab k X hX

/-- For a symmetric interaction and a positive margin on a compact admissible set, successive
densities of a Roothaan sequence converge along a common subsequence to a pair `P`, `Q` in which
each minimises the Fock functional of the other with margin `g`. -/
theorem exists_limit_pair (hB : ∀ X Y, B X Y = B Y X) (hg : 0 < g) (hS : IsCompact S)
    (hD : IsRoothaan h B S g D) :
    ∃ P ∈ S, ∃ Q ∈ S, ∃ φ : ℕ → ℕ, StrictMono φ ∧
      Tendsto (fun k => D (φ k)) atTop (𝓝 P) ∧
      Tendsto (fun k => D (φ k + 1)) atTop (𝓝 Q) ∧
      (∀ X ∈ S, fockEnergy h B P Q + g * ‖X - Q‖ ^ 2 ≤ fockEnergy h B P X) ∧
      (∀ X ∈ S, fockEnergy h B Q P + g * ‖X - P‖ ^ 2 ≤ fockEnergy h B Q X) := by
  -- compactness bounds the two-step energy from below
  have hcont : Continuous fun p : E × E => h p.1 + (h p.2 + B p.1 p.2) :=
    (h.continuous.comp continuous_fst).add ((h.continuous.comp continuous_snd).add
      ((B.continuous.comp continuous_fst).clm_apply continuous_snd))
  have hbdd : BddBelow (Set.range (pairEnergy h B D)) := by
    refine ((hS.prod hS).bddBelow_image hcont.continuousOn).mono ?_
    rintro _ ⟨n, rfl⟩
    exact ⟨(D n, D (n + 1)), ⟨hD.mem n, hD.mem (n + 1)⟩, rfl⟩
  have hstep := (roothaan_two_step_convergence hB hg hD).2 hbdd
  obtain ⟨⟨P, Q⟩, hPQ, φ, hφ, hlim⟩ := (hS.prod hS).tendsto_subseq
    (x := fun n => (D n, D (n + 1))) (fun n => ⟨hD.mem n, hD.mem (n + 1)⟩)
  have hP : Tendsto (fun k => D (φ k)) atTop (𝓝 P) :=
    (continuous_fst.tendsto (P, Q)).comp hlim
  have hQ : Tendsto (fun k => D (φ k + 1)) atTop (𝓝 Q) :=
    (continuous_snd.tendsto (P, Q)).comp hlim
  -- two steps later the densities return to the same limit
  have hP2 : Tendsto (fun k => D (φ k + 2)) atTop (𝓝 P) := by
    have h0 : Tendsto (fun n => D (n + 2) - D n) atTop (𝓝 0) :=
      tendsto_zero_iff_norm_tendsto_zero.2 hstep
    have h1 : Tendsto (fun k => D (φ k + 2) - D (φ k)) atTop (𝓝 0) :=
      h0.comp hφ.tendsto_atTop
    simpa only [sub_add_cancel, zero_add] using h1.add hP
  exact ⟨P, hPQ.1, Q, hPQ.2, φ, hφ, hP, hQ,
    aufbau_of_tendsto hP hQ fun k => hD.aufbau (φ k),
    aufbau_of_tendsto hQ hP2 fun k => hD.aufbau (φ k + 1)⟩

/-- With the symmetric interaction `B(x, y) = x y` on the interval `[-1, 1]` and no one-electron
term, the alternating sequence `(-1)^n` is a Roothaan sequence with margin `1/2`, and its successive
members always stay at distance 2. -/
theorem two_cycle_witness :
    (∀ x y : ℝ, ContinuousLinearMap.mul ℝ ℝ x y = ContinuousLinearMap.mul ℝ ℝ y x) ∧
    IsRoothaan (0 : ℝ →L[ℝ] ℝ) (ContinuousLinearMap.mul ℝ ℝ) (Set.Icc (-1) 1) (1 / 2)
      (fun n => (-1 : ℝ) ^ n) ∧
    ∀ n : ℕ, ‖(-1 : ℝ) ^ (n + 1) - (-1 : ℝ) ^ n‖ = 2 := by
  refine ⟨fun x y => by simp [mul_comm], ⟨fun n => ?_, fun n X hX => ?_⟩, fun n => ?_⟩
  · rcases neg_one_pow_eq_or ℝ n with hn | hn <;> simp [hn]
  · obtain ⟨hl, hu⟩ := hX
    simp only [fockEnergy, _root_.zero_apply, ContinuousLinearMap.mul_apply',
      Real.norm_eq_abs, sq_abs, pow_succ (-1 : ℝ) n]
    rcases neg_one_pow_eq_or ℝ n with hn | hn <;> rw [hn] <;>
      nlinarith [mul_nonneg (sub_nonneg.2 hl) (sub_nonneg.2 hu)]
  · rw [pow_succ]
    rcases neg_one_pow_eq_or ℝ n with hn | hn <;> rw [hn] <;> norm_num

end

end RoothaanTwoCycle
```

```lean
#print axioms RoothaanTwoCycle.pairEnergy_eq_meanField
#print axioms RoothaanTwoCycle.sum_sq_two_step_le
#print axioms RoothaanTwoCycle.roothaan_two_step_convergence
#print axioms RoothaanTwoCycle.exists_limit_pair
```

```
'RoothaanTwoCycle.pairEnergy_eq_meanField' depends on axioms: [propext, Classical.choice, Quot.sound]
'RoothaanTwoCycle.sum_sq_two_step_le' depends on axioms: [propext, Classical.choice, Quot.sound]
'RoothaanTwoCycle.roothaan_two_step_convergence' depends on axioms: [propext, Classical.choice, Quot.sound]
'RoothaanTwoCycle.exists_limit_pair' depends on axioms: [propext, Classical.choice, Quot.sound]
```

## Energies of one density and of two

Densities are vectors in a real normed space `E`. The one-electron energy \(h\) is a continuous linear functional on it, and the interaction \(B\) is a continuous bilinear form. When the density \(P\) is frozen, a trial density \(X\) has the Fock energy

\[
f_P(X)=h(X)+B(P,X),
\]

which is `fockEnergy h B P X`; the frozen density comes first. In Hartree–Fock language \(B(P,X)=\operatorname{Tr}(G(P)X)\), where \(G(P)\) is the Coulomb and exchange part of the Fock matrix. The mean-field energy `meanFieldEnergy` is \(\mathcal E(X)=h(X)+\tfrac12B(X,X)\), whose factor \(\tfrac12\) counts each pair once.

For a sequence of densities \(D(n)\), write \(f_n=f_{D(n)}\). The two-step energy `pairEnergy` is

\[
W(n)=h(D(n))+f_n(D(n+1))=h(D(n))+h(D(n+1))+B(D(n),D(n+1)).
\]

The structure `IsRoothaan` says that all \(D(n)\) lie in an admissible set \(S\) and that, for every \(n\) and every \(X\in S\),

\[
f_n(D(n+1))+g\,\|X-D(n+1)\|^2\le f_n(X).
\]

The main theorem, `roothaan_two_step_convergence`, assumes this with \(g>0\), together with \(B(X,Y)=B(Y,X)\). It concludes that \(W\) is nonincreasing (`Antitone`) and that, if the values of \(W\) are bounded below, \(\|D(n+2)-D(n)\|\to0\).

## The margin as an orbital gap

The constant \(g\) stands for a gap between occupied and empty levels. Suppose that densities are orthogonal projectors of fixed rank in an orthonormal basis, distances are measured in the Frobenius norm, and each Fock matrix has a gap of at least \(\gamma>0\) between its highest occupied and lowest empty level. Then filling the lowest levels satisfies the inequality with \(g=\gamma/2\). The file takes the margin as a hypothesis, uniform in \(n\), and derives it from no particular Hamiltonian.

The set \(S\) need not be convex, and `E` may have infinite dimension. The existence of each minimiser is part of the hypothesis. Damping, extrapolation, rounding errors and density functionals that are not quadratic lie beyond the model.

For undamped Hartree–Fock iterations with such a uniform gap, the result gives a caution for convergence tests: a small change from the density two steps back does not indicate self-consistency, since the change from the previous density may remain large.

## Testing the new density against the old one

The energy \(W\) is related to the mean-field energy by

\[
W(n)=\mathcal E(D(n))+\mathcal E(D(n+1))-\tfrac12B(\delta,\delta),\qquad \delta=D(n+1)-D(n).
\]

Expanding \(B(\delta,\delta)\) cancels the two self-interactions and leaves \(\tfrac12B(D(n),D(n+1))+\tfrac12B(D(n+1),D(n))\), which is \(B(D(n),D(n+1))\) by symmetry. This is `pairEnergy_eq_meanField`, where `linear_combination` supplies the symmetry.

The descent comes from one choice of trial density. The density \(D(n+2)\) minimises \(f_{n+1}\), and \(D(n)\) is admissible, so

\[
h(D(n+2))+B(D(n+1),D(n+2))+g\|D(n)-D(n+2)\|^2\le h(D(n))+B(D(n+1),D(n)).
\]

Add \(h(D(n+1))\) to both sides. The left side becomes \(W(n+1)\) plus the quadratic term. On the right, symmetry turns \(B(D(n+1),D(n))\) into \(B(D(n),D(n+1))\), which gives \(W(n)\). Hence

\[
W(n+1)+g\|D(n+2)-D(n)\|^2\le W(n).
\]

In `pairEnergy_descent`, `h1` is the tested inequality, and `linarith` performs the addition with the help of `hB`.

Adding these inequalities for \(n=0,\dots,N-1\) telescopes the energies:

\[
g\sum_{n=0}^{N-1}\|D(n+2)-D(n)\|^2\le W(0)-W(N).
\]

The lemma `sum_sq_two_step_le` proves this by induction; for \(N=0\) both sides vanish.

The main theorem uses the single-step inequality directly. Since \(g>0\), \(W\) is nonincreasing. If it is also bounded below, it converges, so \(W(n)-W(n+1)\to0\), and

\[
0\le\|D(n+2)-D(n)\|^2\le\frac{W(n)-W(n+1)}{g}\to0.
\]

The Lean proof obtains the limit of \(W\) from `tendsto_atTop_ciInf`, applies `squeeze_zero`, and takes a square root.

## Limit pairs on a compact set

Vanishing two-step changes do not by themselves make the even and odd subsequences converge, because small changes can add up to a slow drift. If \(S\) is compact, `exists_limit_pair` gives densities \(P,Q\in S\) and a strictly increasing choice of indices \(\varphi(k)\) with \(D(\varphi(k))\to P\) and \(D(\varphi(k)+1)\to Q\). Moreover, \(Q\) minimises \(f_P\) and \(P\) minimises \(f_Q\) on \(S\), both with margin \(g\). If \(P=Q\), the density is self-consistent; if \(P\ne Q\), the two form a two-cycle.

No separate lower bound is needed here: \(W(n)\) is a continuous function of \((D(n),D(n+1))\), which stays in the compact set \(S\times S\). Compactness also supplies the common subsequence. The main theorem then gives \(D(\varphi(k)+2)\to P\), so the successive pairs \((D(\varphi(k)),D(\varphi(k)+1))\) and \((D(\varphi(k)+1),D(\varphi(k)+2))\) tend to \((P,Q)\) and \((Q,P)\). The lemma `aufbau_of_tendsto` passes to the limit in the minimality inequality for each, using the joint continuity of \(B\).

## A run that alternates forever

The theorem `two_cycle_witness` takes \(h=0\), \(B(x,y)=xy\), \(S=[-1,1]\) and \(D(n)=(-1)^n\). These numbers form a toy model and are not density matrices of an electronic system. With \(s=(-1)^n\), the Fock energy is \(f_n(X)=sX\) and the next density is \(-s\). The margin condition with \(g=\tfrac12\) reads

\[
-1+\tfrac12(X+s)^2\le sX,
\]

which reduces to \(X^2\le1\). In the proof, `nlinarith` receives this as the nonnegative product \((X+1)(1-X)\). Successive densities stay at distance 2, so the hypotheses of the main theorem do not force \(D(n)\) itself to converge. Here \(W(n)=-1\) for every \(n\), while each density has the mean-field energy \(\tfrac12\), the highest value on the interval.

## When single steps vanish too

Testing \(D(n+1)\) against \(D(n)\) in the same way gives a neighbouring result for one-step changes. Symmetry of \(B\) yields

\[
\mathcal E(D(n+1))-\mathcal E(D(n))=f_n(D(n+1))-f_n(D(n))+\tfrac12B(\delta,\delta).
\]

If \(B(\delta,\delta)\le2c\|\delta\|^2\) for every step, with a fixed \(c<g\), then

\[
\mathcal E(D(n+1))+(g-c)\|D(n+1)-D(n)\|^2\le\mathcal E(D(n)).
\]

When \(\mathcal E(D(n))\) is bounded below, the one-step changes therefore tend to zero. The alternating example sits exactly at the border, with \(c=g=\tfrac12\).

## A four-cycle from an asymmetric interaction

Without symmetry of \(B\), the two-step conclusion can fail. The following example is purely mathematical and models no electronic system. Let \(S\) be the closed unit disc in the Euclidean plane, \(R\) the rotation by \(90^\circ\), \(h=0\) and \(B(P,X)=-\langle RP,X\rangle\). Start from a unit vector \(D(0)\) and set \(D(n+1)=RD(n)\). For \(X\in S\),

\[
\|X-D(n+1)\|^2\le2-2\langle D(n+1),X\rangle,
\]

so the margin condition holds with \(g=\tfrac12\). The two-step energy is constant, \(W(n)=-1\), yet \(D(n+2)=-D(n)\), and densities two steps apart always remain at distance 2.
